# Unitary and traditional coupled-cluster curves agree to first order at the reference

Let $T$ and $H$ be real square matrices and $\varphi$ a real reference vector, with $\langle x,y\rangle=\sum_i x_i y_i$ and $T^{\mathsf T}$ the transpose of $T$. For a real parameter $s$, the traditional coupled-cluster curve is $e^{sT}\varphi$, the unitary one is $e^{s(T-T^{\mathsf T})}\varphi$, and $E(s)=\langle x(s),Hx(s)\rangle$ is the quadratic form of $H$ along the unitary curve $x(s)$; for a normalised reference and a symmetric $H$, the Hamiltonian, it is the energy. If $T^{\mathsf T}\varphi=0$, as for a cluster operator that only excites out of the reference, the two curves have the same value and the same first derivative at $s=0$.

```lean
import Mathlib

open Matrix

namespace UnitaryCoupledCluster

noncomputable section

variable {n : Type*} [Fintype n] [DecidableEq n]

/-- The curve `exp(sA) φ` generated by the matrix `A` from the reference vector `φ`. -/
def flow (A : Matrix n n ℝ) (φ : n → ℝ) (s : ℝ) : n → ℝ :=
  NormedSpace.exp (s • A) *ᵥ φ

/-- The unnormalized quadratic form `⟨x, H x⟩` at the point `x` of the unitary coupled-cluster curve
`exp(s(T - Tᵀ)) φ`. -/
def uccEnergy (H T : Matrix n n ℝ) (φ : n → ℝ) (s : ℝ) : ℝ :=
  flow (T - Tᵀ) φ s ⬝ᵥ H *ᵥ flow (T - Tᵀ) φ s

/-- At parameter zero the curve sits at the reference vector. -/
theorem flow_zero (A : Matrix n n ℝ) (φ : n → ℝ) : flow A φ 0 = φ := by
  simp [flow, NormedSpace.exp_zero]

/-- The velocity of the curve `exp(sA) φ` is `exp(sA) A φ`. -/
theorem hasDerivAt_flow (A : Matrix n n ℝ) (φ : n → ℝ) (s : ℝ) :
    HasDerivAt (flow A φ) (flow A (A *ᵥ φ) s) s := by
  let _ : NormedRing (Matrix n n ℝ) := Matrix.linftyOpNormedRing
  let _ : NormedAlgebra ℝ (Matrix n n ℝ) := Matrix.linftyOpNormedAlgebra
  have : CompleteSpace (Matrix n n ℝ) := FiniteDimensional.complete ℝ _
  -- applying a matrix to a fixed vector is linear in the matrix
  let L : Matrix n n ℝ →ₗ[ℝ] (n → ℝ) :=
    { toFun := fun M => M *ᵥ φ
      map_add' := fun M N => Matrix.add_mulVec M N φ
      map_smul' := fun c M => by
        ext i
        simp [Matrix.mulVec, dotProduct, Finset.mul_sum, mul_assoc] }
  have h := (LinearMap.toContinuousLinearMap L).hasFDerivAt.comp_hasDerivAt s
    (hasDerivAt_exp_smul_const A s)
  have e : flow A (A *ᵥ φ) s = (NormedSpace.exp (s • A) * A) *ᵥ φ := by
    rw [flow, Matrix.mulVec_mulVec]
  rw [e]
  exact h

omit [DecidableEq n] in
/-- A matrix moves across the real inner product as its transpose. -/
theorem mulVec_dot (A : Matrix n n ℝ) (x y : n → ℝ) :
    (A *ᵥ x) ⬝ᵥ y = x ⬝ᵥ (Aᵀ *ᵥ y) := by
  rw [dotProduct_comm, Matrix.dotProduct_mulVec, ← Matrix.mulVec_transpose,
    dotProduct_comm]

/-- The unitary coupled-cluster curve keeps the squared norm of the reference. -/
theorem ucc_norm_conserved (T : Matrix n n ℝ) (φ : n → ℝ) (s : ℝ) :
    flow (T - Tᵀ) φ s ⬝ᵥ flow (T - Tᵀ) φ s = φ ⬝ᵥ φ := by
  have hB : (s • (T - Tᵀ))ᵀ = -(s • (T - Tᵀ)) := by
    rw [Matrix.transpose_smul, Matrix.transpose_sub, Matrix.transpose_transpose,
      ← smul_neg, neg_sub]
  have hc : Commute (-(s • (T - Tᵀ))) (s • (T - Tᵀ)) :=
    Commute.neg_left (Commute.refl (s • (T - Tᵀ)))
  -- the exponential of an antisymmetric matrix is orthogonal
  have h : (NormedSpace.exp (s • (T - Tᵀ)))ᵀ * NormedSpace.exp (s • (T - Tᵀ)) = 1 := by
    rw [← Matrix.exp_transpose, hB,
      ← Matrix.exp_add_of_commute _ _ hc,
      neg_add_cancel, NormedSpace.exp_zero]
  rw [flow, mulVec_dot, Matrix.mulVec_mulVec, h, Matrix.one_mulVec]

/-- If `Tᵀ φ = 0`, the unitary and the traditional coupled-cluster curves share their value `φ`
and velocity `T φ` at zero, while their accelerations are `T T φ - Tᵀ T φ` and `T T φ`. -/
theorem ucc_cc_expansion (T : Matrix n n ℝ) (φ : n → ℝ) (hT : Tᵀ *ᵥ φ = 0) :
    (flow (T - Tᵀ) φ 0 = φ ∧ flow T φ 0 = φ) ∧
    (HasDerivAt (flow (T - Tᵀ) φ) (T *ᵥ φ) 0 ∧ HasDerivAt (flow T φ) (T *ᵥ φ) 0) ∧
    (HasDerivAt (deriv (flow (T - Tᵀ) φ)) (T *ᵥ (T *ᵥ φ) - Tᵀ *ᵥ (T *ᵥ φ)) 0 ∧
      HasDerivAt (deriv (flow T φ)) (T *ᵥ (T *ᵥ φ)) 0) := by
  have hA : (T - Tᵀ) *ᵥ φ = T *ᵥ φ := by rw [Matrix.sub_mulVec, hT, sub_zero]
  have first : ∀ (A : Matrix n n ℝ) (x : n → ℝ), HasDerivAt (flow A x) (A *ᵥ x) 0 := by
    intro A x
    have h := hasDerivAt_flow A x 0
    rwa [flow_zero] at h
  -- the velocity is again a flow, started from `A φ`
  have vel : ∀ A : Matrix n n ℝ, deriv (flow A φ) = flow A (A *ᵥ φ) :=
    fun A => funext fun s => (hasDerivAt_flow A φ s).deriv
  refine ⟨⟨flow_zero _ _, flow_zero _ _⟩, ⟨?_, first T φ⟩, ?_, ?_⟩
  · have h := first (T - Tᵀ) φ
    rwa [hA] at h
  · rw [vel, hA, ← Matrix.sub_mulVec]
    exact first _ _
  · rw [vel]
    exact first _ _

/-- If `Tᵀ φ = 0`, the two curves have the same acceleration at zero exactly when `T φ = 0`. -/
theorem same_acceleration_iff (T : Matrix n n ℝ) (φ : n → ℝ) (hT : Tᵀ *ᵥ φ = 0) :
    deriv (deriv (flow (T - Tᵀ) φ)) 0 = deriv (deriv (flow T φ)) 0 ↔ T *ᵥ φ = 0 := by
  obtain ⟨-, -, h1, h2⟩ := ucc_cc_expansion T φ hT
  rw [h1.deriv, h2.deriv, sub_eq_self]
  constructor
  · intro h
    -- the inner product of `Tᵀ T φ` with `φ` is the squared norm of `T φ`
    apply dotProduct_self_eq_zero.1
    rw [mulVec_dot, h, dotProduct_zero]
  · intro h
    rw [h, Matrix.mulVec_zero]

/-- For symmetric `H` and `Tᵀ φ = 0`, the unnormalized quadratic form `uccEnergy H T φ` has slope
`2 ⟨φ, H T φ⟩` at zero. -/
theorem uccEnergy_slope (H T : Matrix n n ℝ) (φ : n → ℝ) (hH : Hᵀ = H)
    (hT : Tᵀ *ᵥ φ = 0) :
    HasDerivAt (uccEnergy H T φ) (2 * (φ ⬝ᵥ H *ᵥ (T *ᵥ φ))) 0 := by
  have hx := (ucc_cc_expansion T φ hT).2.1.1
  have hy : HasDerivAt (fun s => H *ᵥ flow (T - Tᵀ) φ s) (H *ᵥ (T *ᵥ φ)) 0 :=
    (LinearMap.toContinuousLinearMap H.mulVecLin).hasFDerivAt.comp_hasDerivAt 0 hx
  -- product rule, component by component
  have h : HasDerivAt (fun s => ∑ i, flow (T - Tᵀ) φ s i * (H *ᵥ flow (T - Tᵀ) φ s) i)
      (∑ i, ((T *ᵥ φ) i * (H *ᵥ flow (T - Tᵀ) φ 0) i
        + flow (T - Tᵀ) φ 0 i * (H *ᵥ (T *ᵥ φ)) i)) 0 :=
    HasDerivAt.fun_sum fun i _ => (hasDerivAt_pi.1 hx i).fun_mul (hasDerivAt_pi.1 hy i)
  refine HasDerivAt.congr_deriv (f := uccEnergy H T φ) h ?_
  rw [Finset.sum_add_distrib, flow_zero]
  change (T *ᵥ φ) ⬝ᵥ (H *ᵥ φ) + φ ⬝ᵥ (H *ᵥ (T *ᵥ φ)) = _
  rw [dotProduct_comm, mulVec_dot, hH]
  ring

/-- For a normalized reference and symmetric `H`, the unitary energy is stationary at zero for
every `T` with `Tᵀ φ = 0` exactly when `φ` is an eigenvector of `H`. -/
theorem stationary_iff_eigenvector (H : Matrix n n ℝ) (φ : n → ℝ) (hH : Hᵀ = H)
    (hφ : φ ⬝ᵥ φ = 1) :
    (∀ T : Matrix n n ℝ, Tᵀ *ᵥ φ = 0 → HasDerivAt (uccEnergy H T φ) 0 0) ↔
      H *ᵥ φ = (φ ⬝ᵥ H *ᵥ φ) • φ := by
  have sym : ∀ x, φ ⬝ᵥ H *ᵥ x = (H *ᵥ φ) ⬝ᵥ x := fun x => by rw [mulVec_dot, hH]
  constructor
  · intro h
    -- excite from the reference into the residual `v`
    obtain ⟨v, hv⟩ : ∃ v, v = H *ᵥ φ - (φ ⬝ᵥ H *ᵥ φ) • φ := ⟨_, rfl⟩
    have hvφ : v ⬝ᵥ φ = 0 := by
      rw [hv, sub_dotProduct, smul_dotProduct, hφ, ← sym φ, smul_eq_mul, mul_one, sub_self]
    have outer : ∀ a b x : n → ℝ, vecMulVec a b *ᵥ x = (b ⬝ᵥ x) • a := by
      intro a b x
      ext i
      simp only [Matrix.mulVec, dotProduct, Matrix.vecMulVec_apply, Pi.smul_apply,
        smul_eq_mul, Finset.sum_mul]
      exact Finset.sum_congr rfl fun j _ => by ring
    have ht : (vecMulVec v φ)ᵀ = vecMulVec φ v := by
      ext i j
      simp only [Matrix.transpose_apply, Matrix.vecMulVec_apply, mul_comm]
    have hT : (vecMulVec v φ)ᵀ *ᵥ φ = 0 := by rw [ht, outer, hvφ, zero_smul]
    have h0 := (uccEnergy_slope H _ φ hH hT).unique (h _ hT)
    rw [outer, hφ, one_smul, sym] at h0
    have hvv : v ⬝ᵥ v = 0 := by
      have e : v ⬝ᵥ v = (H *ᵥ φ) ⬝ᵥ v - (φ ⬝ᵥ H *ᵥ φ) * (φ ⬝ᵥ v) := by
        conv_lhs => rw [show v ⬝ᵥ v = (H *ᵥ φ - (φ ⬝ᵥ H *ᵥ φ) • φ) ⬝ᵥ v by rw [← hv]]
        rw [sub_dotProduct, smul_dotProduct, smul_eq_mul]
      rw [e, dotProduct_comm φ v, hvφ]
      linarith
    exact sub_eq_zero.1 (hv.symm.trans (dotProduct_self_eq_zero.1 hvv))
  · intro h T hT
    have hz : φ ⬝ᵥ (T *ᵥ φ) = 0 := by
      rw [dotProduct_comm, mulVec_dot, hT, dotProduct_zero]
    refine (uccEnergy_slope H T φ hH hT).congr_deriv ?_
    rw [sym, h, smul_dotProduct, hz, smul_zero, mul_zero]

/-- The two-level excitation matrix satisfies `Tᵀ φ = 0` for the first basis vector `φ` and
carries `φ` to the second one. -/
theorem excitation_witness :
    (!![0, 0; 1, 0] : Matrix (Fin 2) (Fin 2) ℝ)ᵀ *ᵥ ![1, 0] = 0 ∧
      (!![0, 0; 1, 0] : Matrix (Fin 2) (Fin 2) ℝ) *ᵥ ![1, 0] = ![0, 1] := by
  constructor <;> ext i <;> fin_cases i <;>
    simp [Matrix.mulVec, dotProduct, Fin.sum_univ_succ]

end

end UnitaryCoupledCluster
```

```lean
#print axioms UnitaryCoupledCluster.ucc_norm_conserved
#print axioms UnitaryCoupledCluster.ucc_cc_expansion
#print axioms UnitaryCoupledCluster.same_acceleration_iff
#print axioms UnitaryCoupledCluster.stationary_iff_eigenvector
```

```
'UnitaryCoupledCluster.ucc_norm_conserved' depends on axioms: [propext, Classical.choice, Quot.sound]
'UnitaryCoupledCluster.ucc_cc_expansion' depends on axioms: [propext, Classical.choice, Quot.sound]
'UnitaryCoupledCluster.same_acceleration_iff' depends on axioms: [propext, Classical.choice, Quot.sound]
'UnitaryCoupledCluster.stationary_iff_eigenvector' depends on axioms: [propext, Classical.choice, Quot.sound]
```

## What the theorems say

The index type `n` labels a finite orthonormal basis of many-electron states, such as determinants built from orthonormal orbitals. A vector `φ : n → ℝ` lists the real coefficients of a state, `A *ᵥ φ` is a matrix acting on it, and `⬝ᵥ` is the real inner product. The definition `flow A φ s` is $e^{sA}\varphi$, so the two curves are `flow T φ` and `flow (T - Tᵀ) φ`.

The hypothesis `Tᵀ *ᵥ φ = 0` expresses a familiar property of the cluster operator. If $T$ only excites out of the reference, its adjoint de-excites, and there is nothing below the reference to de-excite into. For real matrices the adjoint is the transpose. The reference may be any vector satisfying the hypothesis, and a basis vector such as $e_0$ qualifies exactly when the corresponding row of $T$ vanishes.

Under this hypothesis, `ucc_cc_expansion` gives three pairs of facts at $s=0$:

| | unitary curve | traditional curve |
|---|---|---|
| value | $\varphi$ | $\varphi$ |
| first derivative | $T\varphi$ | $T\varphi$ |
| second derivative | $TT\varphi-T^{\mathsf T}T\varphi$ | $TT\varphi$ |

The second derivatives therefore differ by $-T^{\mathsf T}T\varphi$, taking unitary minus traditional. By `same_acceleration_iff`, they coincide exactly when $T\varphi=0$.

For symmetric $H$, `uccEnergy_slope` states that $E'(0)=2\langle\varphi,HT\varphi\rangle$. In a variational calculation started at a normalised reference, this is the initial energy gradient along a single amplitude, here for a fixed real $T$ in a finite basis.

Finally, `stationary_iff_eigenvector` takes a symmetric $H$ and a normalised reference and lets $T$ range over all matrices with $T^{\mathsf T}\varphi=0$. The slope vanishes for every one of them exactly when $H\varphi=\langle\varphi,H\varphi\rangle\varphi$. In the expression `HasDerivAt (uccEnergy H T φ) 0 0`, the first zero is the value of the derivative and the second is the point where it is taken.

## What the model leaves open

The matrix $T$ is more general than a cluster operator: it need not be nilpotent or be built from fermionic creation and annihilation operators. On the other hand, there is only one parameter, which scales a fixed $T$, and complex amplitudes are not treated. The theorems also do not address the projected energy or the amplitude equations of traditional coupled-cluster theory; for that method they describe only the curve of vectors $e^{sT}\varphi$, which are in general not normalised. The difference in acceleration is a difference between vectors and need not survive normalisation: in the two-level example below, the traditional curve divided by its norm also has acceleration $-e_0$ at zero.

The definition `uccEnergy` has no denominator. It is the normalised expectation value when $\langle\varphi,\varphi\rangle=1$. For another nonzero reference, the normalised energy is $E(s)/\langle\varphi,\varphi\rangle$, with slope $2\langle\varphi,HT\varphi\rangle/\langle\varphi,\varphi\rangle$ at zero, because the unitary curve has constant norm.

The range of $T$ matters in the stationarity theorem. If only single excitations are allowed, vanishing slopes say that $H$ does not couple the reference to singly excited states. That is weaker than being an eigenvector, since $H$ may still couple the reference to double excitations.

## The derivation by hand

**Derivatives of the curves.** Differentiating the exponential series term by term gives

$$\frac{d}{ds}e^{sA}\varphi=\sum_{k\ge1}\frac{s^{k-1}}{(k-1)!}A^k\varphi=e^{sA}A\varphi .$$

The velocity is thus the same kind of curve, started from $A\varphi$ instead of $\varphi$. Differentiating once more gives $e^{sA}AA\varphi$. At $s=0$ the value, velocity and acceleration are $\varphi$, $A\varphi$ and $AA\varphi$.

For $A=T$ these are $\varphi$, $T\varphi$ and $TT\varphi$. For $A=T-T^{\mathsf T}$ the hypothesis gives

$$(T-T^{\mathsf T})\varphi=T\varphi-0=T\varphi,$$

and therefore

$$(T-T^{\mathsf T})(T-T^{\mathsf T})\varphi=(T-T^{\mathsf T})T\varphi=TT\varphi-T^{\mathsf T}T\varphi .$$

**When the accelerations agree.** They agree if and only if $T^{\mathsf T}T\varphi=0$. If that holds, then

$$0=\langle\varphi,T^{\mathsf T}T\varphi\rangle=\langle T\varphi,T\varphi\rangle ,$$

so $T\varphi=0$. Conversely, $T\varphi=0$ gives $T^{\mathsf T}T\varphi=0$ at once.

**The norm.** Put $K=T-T^{\mathsf T}$, so that $K^{\mathsf T}=-K$. Since $-sK$ and $sK$ commute,

$$(e^{sK})^{\mathsf T}e^{sK}=e^{-sK}e^{sK}=e^0=1 ,$$

and hence

$$\langle e^{sK}\varphi,e^{sK}\varphi\rangle=\langle\varphi,(e^{sK})^{\mathsf T}e^{sK}\varphi\rangle=\langle\varphi,\varphi\rangle .$$

This step does not need $T^{\mathsf T}\varphi=0$.

**The energy slope.** Write $x(s)=e^{sK}\varphi$, so that $x(0)=\varphi$ and $x'(0)=T\varphi$. The product rule applied to $E(s)=\langle x(s),Hx(s)\rangle$ gives

$$E'(0)=\langle T\varphi,H\varphi\rangle+\langle\varphi,HT\varphi\rangle .$$

By symmetry of $H$, the first term equals $\langle H\varphi,T\varphi\rangle=\langle\varphi,HT\varphi\rangle$. The two terms are equal, and their sum is $2\langle\varphi,HT\varphi\rangle$.

**Stationarity.** Let $\langle\varphi,\varphi\rangle=1$, write $\varepsilon=\langle\varphi,H\varphi\rangle$, and define the residual $v=H\varphi-\varepsilon\varphi$. It is orthogonal to the reference:

$$\langle v,\varphi\rangle=\langle H\varphi,\varphi\rangle-\varepsilon\langle\varphi,\varphi\rangle=\varepsilon-\varepsilon=0 .$$

Suppose every admissible slope vanishes, and test with the rank-one excitation $T=v\varphi^{\mathsf T}$. It is admissible because $T^{\mathsf T}\varphi=\varphi\langle v,\varphi\rangle=0$, and it sends the reference to $T\varphi=v\langle\varphi,\varphi\rangle=v$. Its slope is

$$2\langle\varphi,Hv\rangle=2\langle H\varphi,v\rangle=2\langle v+\varepsilon\varphi,v\rangle=2\langle v,v\rangle .$$

Since this is zero, $v=0$, which is the eigenvector equation.

Conversely, if $H\varphi=\varepsilon\varphi$, then for any admissible $T$

$$2\langle\varphi,HT\varphi\rangle=2\varepsilon\langle\varphi,T\varphi\rangle=2\varepsilon\langle T^{\mathsf T}\varphi,\varphi\rangle=0 .$$

## How the Lean proof follows it

The differential equation is `hasDerivAt_flow`. Mathlib supplies the derivative of the matrix exponential, and the linear map `L`, which applies a matrix to the fixed vector `φ`, carries it over to the curve by the chain rule. The lemma `flow_zero` evaluates a curve at the origin.

In `ucc_cc_expansion`, the auxiliary statement `first` gives the velocity at zero for any generator and any starting vector. The statement `vel` says that the whole derivative function of a flow is another flow. After rewriting with `vel`, the acceleration is the velocity of that new flow, so `first` applies again. The hypothesis enters through `hA`, which replaces $(T-T^{\mathsf T})\varphi$ by $T\varphi$.

The lemma `mulVec_dot` moves a matrix across the inner product as its transpose. It turns $\langle T\varphi,T\varphi\rangle$ into $\langle\varphi,T^{\mathsf T}T\varphi\rangle$ in `same_acceleration_iff`, and `dotProduct_self_eq_zero` then concludes that a real vector of zero squared norm vanishes. In `ucc_norm_conserved`, `hB` records antisymmetry, `hc` the commutation, and `h` the orthogonality of the exponential.

For the slope, `hx` is the velocity of the state and `hy` that of $H$ applied to the state. The product rule is used on each component and summed. The closing rewrites use `hH` to identify the two terms, and `ring` adds them.

In `stationary_iff_eigenvector`, the test excitation is `vecMulVec v φ`, whose $(i,j)$ entry is $v_i\varphi_j$. The facts `hvφ` and `hT` establish orthogonality and admissibility. A derivative is unique, so the slope formula and the assumed zero slope must agree; this is `h0`. From it `hvv` obtains $\langle v,v\rangle=0$. The reverse direction uses `hz`, which states $\langle\varphi,T\varphi\rangle=0$.

## The smallest case with an excitation

In one dimension a nonzero reference forces $T=0$, so nothing moves. Two levels are enough for an excitation. With basis vectors $e_0,e_1$, take

$$\varphi=e_0,\qquad T=\begin{pmatrix}0&0\\1&0\end{pmatrix},\qquad T^{\mathsf T}e_0=0,\qquad Te_0=e_1 .$$

The last two equations are `excitation_witness`; the closed forms below come from summing the exponential series by hand. Since $T^2=0$ and $T-T^{\mathsf T}$ generates plane rotations,

$$e^{sT}e_0=\begin{pmatrix}1\\s\end{pmatrix},\qquad e^{s(T-T^{\mathsf T})}e_0=\begin{pmatrix}\cos s\\\sin s\end{pmatrix}.$$

One curve is the tangent line to the other, a unit circle. Both have velocity $e_1$ at zero, while their accelerations are $0$ and $-e_0$, which differ by $-T^{\mathsf T}Te_0=-e_0$ as required. The traditional curve has squared norm $1+s^2$; the unitary one keeps norm 1.

For a symmetric $H$ with entries $H_{ij}$, the unitary energy is

$$E(s)=H_{00}\cos^2 s+2H_{01}\sin s\cos s+H_{11}\sin^2 s ,$$

with slope $2H_{01}$ at zero. It vanishes exactly when $e_0$ is an eigenvector of $H$.

## An easy mistake

It is tempting to split the unitary exponential and let the de-excitation part act first:

$$e^{s(T-T^{\mathsf T})}\varphi\overset{?}{=}e^{sT}e^{-sT^{\mathsf T}}\varphi=e^{sT}\varphi .$$

The second equality is correct, because $T^{\mathsf T}\varphi=0$. The first would be justified if $T$ and $T^{\mathsf T}$ commuted, which they generally do not. The error is invisible in the value and the velocity at zero, and appears in the acceleration. There $T^{\mathsf T}$ acts on the excited vector $T\varphi$ instead of on $\varphi$, and the hypothesis does not make that product vanish. In the two-level case the false splitting would identify the circle with its tangent line.
